# First-order density response to a static self-energy and the linearized Sham–Schlüter equation

## Question

Let H be a real symmetric Hamiltonian on finitely many sites r, with orthonormal orbitals φ_p(r), occupied levels e_i < 0 and virtual levels e_a > 0. Let G(iω) = (iω − H)⁻¹, and let A be a real symmetric, frequency-independent self-energy with orbital matrix elements A_pq. The claim is

(1/2π) ∫ [G A G]_rr dω = 2 Σ_ia φ_i(r) A_ia φ_a(r) / (e_i − e_a),

and that the linearized Sham–Schlüter equation, which asks for a local potential v(r) giving the same left side as A at every site, has a solution, unique up to potentials whose occupied-virtual elements vanish, constants among them. How is this stated and proved in Lean 4 with Mathlib?

## Answer

### Modelling choices

Sites and orbitals share one finite index type `n`. The matrix `U` holds the orbitals as columns, φ_p(r) = `U r p`. The hypotheses `Uᵀ * U = 1` and `H * U = U * diagonal e` make them an orthonormal eigenbasis, so H = U diag(e) Uᵀ is symmetric without a separate assumption. The hypothesis `∀ p, e p ≠ 0` puts the chemical potential at zero with no level on it; degenerate levels are allowed.

`green H ω` is the complex matrix inverse, so its spectral form is derived. `response H A r` is the left side, written R_A(r) below, an integral over all real ω. It integrates the diagonal of the first-order Dyson term G A G over frequency, which gives the first-order density change at fixed chemical potential, without a spin factor. `mo U A` is UᵀAU, the matrix A_pq. `ovWeight x y`, written w(x, y), is 1/(x − y) for x < 0 < y and zero otherwise, so the sums in `ovSum` run over all pairs and retain only occupied-virtual ones. A local potential is `diagonal v`, with elements v_pq = Σ_r φ_p(r) v(r) φ_q(r).

In GW the equation contains a frequency-dependent Σ(iω). A static A covers cases such as Fock exchange, where the equation is the exchange-only optimized-effective-potential condition, here on finitely many sites, where a local potential is a diagonal matrix, with H and A fixed and no self-consistency.

### Derivation by hand

Put g_x(ω) = 1/(iω − x) for real x ≠ 0. Then |g_x|² = 1/(ω² + x²), and the substitution ω = zt gives

∫ dω/(ω² + z²) = π/|z|.

Since |g_x g_y| ≤ |g_x|² + |g_y|², the integral J(x, y) = ∫ g_x g_y dω converges absolutely. For x = y the antiderivative of g_x² is i g_x, which vanishes at both ends, so J = 0. For x ≠ y,

g_x g_y = (g_x − g_y)/(x − y),

g_z(ω) + g_z(−ω) = −2z/(ω² + z²).

A single pole is not absolutely integrable, so the integrand is first added to its mirror image ω → −ω, which has the same integral:

2J = (2/(x − y)) ∫ [y/(ω² + y²) − x/(ω² + x²)] dω = 2π (sgn y − sgn x)/(x − y).

Both cases combine into J(x, y) = 2π [w(x, y) + w(y, x)].

From (iω − H)U = U diag(iω − e_p) and UUᵀ = 1 follows G = U diag(g_{e_p}) Uᵀ, hence

[G A G]_rr = Σ_pq φ_p(r) A_pq φ_q(r) g_{e_p} g_{e_q}.

After termwise integration only the pairs (i, a) and (a, i) remain. They contribute equally because A_ai = A_ia, which gives the factor 2.

For the equation, let s_pq = √(−w(e_p, e_q)), equal to 1/√(e_a − e_i) on occupied-virtual pairs and zero elsewhere, and define

C_(pq),r = s_pq φ_p(r) φ_q(r),  y_(pq) = s_pq A_pq.

Then R_A = −2 Cᵀy. For a local potential s_pq v_pq = (Cv)_(pq), so its response is −2 CᵀCv, and the equation reads

CᵀC v = Cᵀy.

The range of CᵀC lies in that of Cᵀ and rank CᵀC = rank C = rank Cᵀ, so the ranges coincide and a solution exists. Given a solution u, v is another exactly when CᵀC d = 0 for d = v − u. As dᵀCᵀC d = |Cd|², this means Cd = 0, and as s_ia ≠ 0 it means d_ia = 0 for all occupied-virtual pairs. A constant c has elements c δ_pq, which vanish for i ≠ a.

### The file

```lean
import Mathlib

open Matrix Complex MeasureTheory Filter Topology
open scoped Real

namespace LinearizedShamSchlueter

noncomputable section

variable {n : Type*} [Fintype n] [DecidableEq n] {H U A : Matrix n n ℝ} {e : n → ℝ}

/-- A real matrix read as a complex one. -/
def cx (A : Matrix n n ℝ) : Matrix n n ℂ := A.map ofReal

/-- The Green's function `G(iω) = (iω - H)⁻¹`. -/
def green (H : Matrix n n ℝ) (ω : ℝ) : Matrix n n ℂ := ((I * ω) • (1 : Matrix n n ℂ) - cx H)⁻¹

/-- The frequency integral `(1/2π) ∫ [G A G]_rr dω`. -/
def response (H A : Matrix n n ℝ) (r : n) : ℂ :=
  (2 * π : ℂ)⁻¹ * ∫ ω : ℝ, (green H ω * cx A * green H ω) r r

/-- The pole `1/(iω - x)` of one level. -/
def pole (x ω : ℝ) : ℂ := (I * ω - x)⁻¹

/-- Matrix elements `A_pq` between the orbitals `φ_p(r) = U r p`. -/
def mo (U A : Matrix n n ℝ) : Matrix n n ℝ := Uᵀ * A * U

/-- `1/(x - y)` for an occupied level `x < 0` and a virtual level `0 < y`, else zero. -/
def ovWeight (x y : ℝ) : ℝ := if x < 0 ∧ 0 < y then (x - y)⁻¹ else 0

/-- The sum `2 ∑_ia φ_i(r) A_ia φ_a(r) / (e_i - e_a)` over occupied-virtual pairs. -/
def ovSum (U : Matrix n n ℝ) (e : n → ℝ) (A : Matrix n n ℝ) (r : n) : ℝ :=
  2 * ∑ i, ∑ a, ovWeight (e i) (e a) * (U r i * mo U A i a * U r a)

/-- `iω - z` does not vanish for a level `z ≠ 0`. -/
theorem denom_ne {z : ℝ} (hz : z ≠ 0) (ω : ℝ) : (I * ω - z : ℂ) ≠ 0 :=
  fun h => hz (by simpa using congrArg re h)

/-- The Lorentzian `1/(ω² + z²)` is integrable with integral `π/|z|`. -/
theorem lorentz {z : ℝ} (hz : z ≠ 0) :
    Integrable (fun ω : ℝ => (ω ^ 2 + z ^ 2)⁻¹) ∧ ∫ ω : ℝ, (ω ^ 2 + z ^ 2)⁻¹ = π / |z| := by
  have h : (fun ω : ℝ => (ω ^ 2 + z ^ 2)⁻¹) = fun ω => (z ^ 2)⁻¹ * (1 + (ω / z) ^ 2)⁻¹ := by
    funext ω; rw [← mul_inv]; congr 1; field_simp; ring
  rw [h]
  refine ⟨(integrable_inv_one_add_sq.comp_div hz).const_mul _, ?_⟩
  rw [integral_const_mul, Measure.integral_comp_div (fun t : ℝ => (1 + t ^ 2)⁻¹) z,
    integral_univ_inv_one_add_sq, smul_eq_mul, ← sq_abs z]
  have := abs_ne_zero.2 hz
  field_simp

/-- A product of two poles at nonzero levels is integrable in `ω`. -/
theorem pole_mul_integrable {x y : ℝ} (hx : x ≠ 0) (hy : y ≠ 0) :
    Integrable fun ω => pole x ω * pole y ω := by
  have hn : ∀ z ω : ℝ, ‖pole z ω‖ ^ 2 = (ω ^ 2 + z ^ 2)⁻¹ := fun z ω => by
    rw [pole, norm_inv, inv_pow, Complex.sq_norm]; congr 1; simp [normSq_apply]; ring
  refine ((lorentz hx).1.add (lorentz hy).1).mono' ?_ (ae_of_all _ fun ω => ?_)
  · exact Measurable.aestronglyMeasurable (by unfold pole; fun_prop)
  · show ‖pole x ω * pole y ω‖ ≤ (ω ^ 2 + x ^ 2)⁻¹ + (ω ^ 2 + y ^ 2)⁻¹
    rw [norm_mul, ← hn x, ← hn y]
    nlinarith [sq_nonneg (‖pole x ω‖ - ‖pole y ω‖), sq_nonneg ‖pole x ω‖, sq_nonneg ‖pole y ω‖]

/-- `∫ dω / ((iω - x)(iω - y))` is `2π` over (occupied minus virtual level) if the two levels
have opposite signs, and zero otherwise. -/
theorem pole_mul_integral {x y : ℝ} (hx : x ≠ 0) (hy : y ≠ 0) :
    ∫ ω, pole x ω * pole y ω = ((2 * π * (ovWeight x y + ovWeight y x) : ℝ) : ℂ) := by
  have hi := pole_mul_integrable hx hy
  by_cases hxy : x = y
  · -- double pole: the antiderivative `i/(iω - x)` vanishes at both ends
    subst hxy
    have hd : ∀ ω : ℝ, HasDerivAt (fun ω => I * pole x ω) (pole x ω * pole x ω) ω := fun ω => by
      have h1 : HasDerivAt (fun z : ℂ => I * z - x) I ω :=
        (((hasDerivAt_id' (ω : ℂ)).const_mul I).sub_const _).congr_deriv (mul_one _)
      have h2 := ((h1.inv (denom_ne hx ω)).const_mul I).comp_ofReal
      exact h2.congr_deriv
        (by rw [pole, ← mul_div_assoc, mul_neg, I_mul_I, neg_neg, one_div, sq, mul_inv])
    have ht : ∀ l : Filter ℝ, Tendsto (fun ω : ℝ => |ω|) l atTop →
        Tendsto (fun ω => I * pole x ω) l (𝓝 0) := fun l hl => by
      have h : Tendsto (fun ω : ℝ => ‖(I * ω - x : ℂ)‖) l atTop :=
        tendsto_atTop_mono (fun ω => by simpa using abs_im_le_norm (I * ω - x)) hl
      rw [tendsto_zero_iff_norm_tendsto_zero]
      simp only [pole, norm_mul, norm_I, one_mul, norm_inv]
      exact h.inv_tendsto_atTop
    rw [integral_of_hasDerivAt_of_tendsto hd hi (ht _ tendsto_abs_atBot_atTop)
      (ht _ tendsto_abs_atTop_atTop)]
    simp [ovWeight]
  -- distinct poles: symmetrise in `ω` and use partial fractions
  have hadd : ∫ ω, (pole x ω * pole y ω + pole x (-ω) * pole y (-ω)) =
      (∫ ω, pole x ω * pole y ω) + ∫ ω, pole x (-ω) * pole y (-ω) := integral_add hi hi.comp_neg
  have hneg : ∫ ω, pole x (-ω) * pole y (-ω) = ∫ ω, pole x ω * pole y ω :=
    integral_neg_eq_self (fun ω => pole x ω * pole y ω) volume
  have h3 : (x - y : ℂ) ≠ 0 := sub_ne_zero.2 (by exact_mod_cast hxy)
  have pf : ∀ ω, pole x ω * pole y ω = (x - y : ℂ)⁻¹ * (pole x ω - pole y ω) := fun ω => by
    simp only [pole]
    rw [inv_sub_inv (denom_ne hx ω) (denom_ne hy ω),
      show (I * ω - y) - (I * ω - x) = (x - y : ℂ) by ring, ← mul_div_assoc,
      inv_mul_cancel₀ h3, one_div, mul_inv]
  have ev : ∀ z : ℝ, z ≠ 0 → ∀ ω : ℝ,
      pole z ω + pole z (-ω) = -2 * z * ((ω : ℂ) ^ 2 + z ^ 2)⁻¹ := fun z hz ω => by
    simp only [pole]
    rw [inv_add_inv (denom_ne hz ω) (denom_ne hz (-ω)), div_eq_mul_inv]
    congr 1
    · push_cast; ring
    · congr 1; push_cast; linear_combination (-(ω : ℂ) ^ 2) * I_sq
  have hp : ∀ ω, pole x ω * pole y ω + pole x (-ω) * pole y (-ω) =
      ((2 * (x - y)⁻¹ * (y * (ω ^ 2 + y ^ 2)⁻¹ - x * (ω ^ 2 + x ^ 2)⁻¹) : ℝ) : ℂ) := fun ω => by
    rw [pf ω, pf (-ω)]; push_cast
    linear_combination (x - y : ℂ)⁻¹ * (ev x hx ω - ev y hy ω)
  simp only [hp] at hadd
  rw [integral_complex_ofReal, integral_const_mul,
    integral_sub ((lorentz hy).1.const_mul y) ((lorentz hx).1.const_mul x), integral_const_mul,
    integral_const_mul, (lorentz hy).2, (lorentz hx).2, hneg] at hadd
  have hs : ∀ z : ℝ, z ≠ 0 → z * (π / |z|) = if 0 < z then π else -π := fun z hz => by
    split_ifs with h
    · rw [abs_of_pos h]; field_simp
    · rw [abs_of_nonpos (not_lt.1 h)]; field_simp
  have hinv : (y - x)⁻¹ = -(x - y)⁻¹ := by rw [← neg_sub x y, inv_neg]
  have hr : 2 * (x - y)⁻¹ * (y * (π / |y|) - x * (π / |x|)) =
      2 * (2 * π * (ovWeight x y + ovWeight y x)) := by
    rw [hs y hy, hs x hx]
    rcases lt_or_gt_of_ne hx with h | h <;> rcases lt_or_gt_of_ne hy with k | k <;>
      simp only [ovWeight, h, k, lt_asymm h, lt_asymm k, hinv, and_self, and_false, false_and,
        if_true, if_false] <;> ring
  rw [hr] at hadd
  push_cast at hadd ⊢
  linear_combination (-1 / 2) * hadd

/-- Spectral form `G(iω) = U diag(1/(iω - e_p)) Uᵀ`. -/
theorem green_spectral (hU : Uᵀ * U = 1) (hH : H * U = U * diagonal e) (he : ∀ p, e p ≠ 0)
    (ω : ℝ) : green H ω = cx U * diagonal (fun p => pole (e p) ω) * (cx U)ᵀ := by
  have hm : ∀ P Q : Matrix n n ℝ, cx (P * Q) = cx P * cx Q := fun P Q => by
    ext; simp [cx, Matrix.mul_apply]
  have hV : cx U * (cx U)ᵀ = 1 := by
    rw [show (cx U)ᵀ = cx Uᵀ from rfl, ← hm, mul_eq_one_comm.1 hU]; simp [cx]
  have hHV : cx H * cx U = cx U * diagonal (fun p => (e p : ℂ)) := by
    rw [← hm, hH, hm]; congr 1; exact diagonal_map ofReal_zero
  have h : ((I * ω) • (1 : Matrix n n ℂ) - cx H) * cx U =
      cx U * diagonal (fun p => I * ω - e p) := by
    rw [sub_mul, hHV]; ext i j; simp [mul_diagonal]; ring
  have hd : (fun p => (I * ω - e p) * pole (e p) ω) = fun _ => 1 :=
    funext fun p => mul_inv_cancel₀ (denom_ne (he p) ω)
  apply inv_eq_right_inv
  rw [← Matrix.mul_assoc, ← Matrix.mul_assoc, h, Matrix.mul_assoc (cx U),
    diagonal_mul_diagonal, hd, diagonal_one, Matrix.mul_one, hV]

/-- For symmetric `A`, `[G A G]_rr` is integrable and
`(1/2π) ∫ [G A G]_rr dω = 2 ∑_ia φ_i(r) A_ia φ_a(r) / (e_i - e_a)`. -/
theorem response_eq (hU : Uᵀ * U = 1) (hH : H * U = U * diagonal e) (he : ∀ p, e p ≠ 0)
    (hA : A.IsSymm) (r : n) :
    Integrable (fun ω => (green H ω * cx A * green H ω) r r) ∧
      response H A r = ovSum U e A r := by
  have hT : (mo U A)ᵀ = mo U A := by simp [mo, transpose_mul, hA.eq, Matrix.mul_assoc]
  have hsym : ∀ p q, mo U A q p = mo U A p q := fun p q => congrFun (congrFun hT p) q
  have hcx : (cx U)ᵀ * cx A * cx U = cx (mo U A) := by ext; simp [cx, mo, Matrix.mul_apply]
  have h3 : ∀ D : Matrix n n ℂ, (cx U * D * (cx U)ᵀ * cx A * (cx U * D * (cx U)ᵀ)) r r =
      ∑ q, ∑ p, (cx U * D) r p * cx (mo U A) p q * (D * (cx U)ᵀ) q r := fun D => by
    rw [show cx U * D * (cx U)ᵀ * cx A * (cx U * D * (cx U)ᵀ) =
      cx U * D * cx (mo U A) * (D * (cx U)ᵀ) by simp only [← hcx, Matrix.mul_assoc]]
    generalize cx U * D = P
    generalize D * (cx U)ᵀ = Q
    simp only [Matrix.mul_apply, Finset.sum_mul]
  have hpt : ∀ ω, (green H ω * cx A * green H ω) r r = ∑ k : n × n,
      ((U r k.2 * mo U A k.2 k.1 * U r k.1 : ℝ) : ℂ) * (pole (e k.2) ω * pole (e k.1) ω) := by
    intro ω
    rw [green_spectral hU hH he, h3, Fintype.sum_prod_type]
    simp only [mul_diagonal, diagonal_mul, cx, map_apply, transpose_apply]
    refine Finset.sum_congr rfl fun q _ => Finset.sum_congr rfl fun p _ => ?_
    push_cast; ring
  have hi := fun (k : n × n) (_ : k ∈ Finset.univ) =>
    (pole_mul_integrable (he k.2) (he k.1)).const_mul
      ((U r k.2 * mo U A k.2 k.1 * U r k.1 : ℝ) : ℂ)
  -- the pairs `ia` and `ai` contribute equally
  have hr : ∑ k : n × n, U r k.2 * mo U A k.2 k.1 * U r k.1 *
      (2 * π * (ovWeight (e k.2) (e k.1) + ovWeight (e k.1) (e k.2))) =
      2 * π * ovSum U e A r := by
    rw [Fintype.sum_prod_type]
    simp only [mul_add, Finset.sum_add_distrib]
    rw [Finset.sum_comm]
    simp only [ovSum, Finset.mul_sum, ← Finset.sum_add_distrib]
    refine Finset.sum_congr rfl fun i _ => Finset.sum_congr rfl fun a _ => ?_
    rw [hsym i a]; ring
  unfold response
  simp only [hpt]
  constructor
  · exact integrable_finsetSum _ hi
  rw [integral_finsetSum _ hi]
  simp only [integral_const_mul, pole_mul_integral (he _) (he _)]
  have hc := congrArg ofReal hr
  have : (π : ℂ) ≠ 0 := by exact_mod_cast Real.pi_ne_zero
  push_cast at hc ⊢
  rw [hc]; field_simp

/-- The normal equations `CᵀC v = Cᵀ y` are solvable, and `CᵀC v = 0` forces `C v = 0`. -/
theorem normal_equation {k : Type*} [Fintype k] (C : Matrix k n ℝ) :
    (∀ y, ∃ v, Cᵀ *ᵥ (C *ᵥ v) = Cᵀ *ᵥ y) ∧ ∀ v, Cᵀ *ᵥ (C *ᵥ v) = 0 → C *ᵥ v = 0 := by
  have h : LinearMap.range (Cᵀ * C).mulVecLin = LinearMap.range Cᵀ.mulVecLin :=
    Submodule.eq_of_le_of_finrank_eq
      (by rintro _ ⟨v, rfl⟩; exact ⟨C *ᵥ v, mulVec_mulVec v Cᵀ C⟩)
      ((rank_transpose_mul_self C).trans (rank_transpose C).symm)
  refine ⟨fun y => ?_, fun v hv => dotProduct_self_eq_zero.1 ?_⟩
  · obtain ⟨v, hv⟩ := h.ge (LinearMap.mem_range_self _ y)
    exact ⟨v, (mulVec_mulVec v Cᵀ C).trans hv⟩
  · rw [dotProduct_mulVec (C *ᵥ v) C v, ← mulVec_transpose, hv, zero_dotProduct]

/-- The linearized Sham-Schlüter equation for a local potential `v` replacing `A` has a solution;
given a solution `u`, `v` is one iff `v - u` has zero occupied-virtual elements. -/
theorem sham_schlueter (hU : Uᵀ * U = 1) (hH : H * U = U * diagonal e) (he : ∀ p, e p ≠ 0)
    (hA : A.IsSymm) :
    (∃ v, ∀ r, response H (diagonal v) r = response H A r) ∧
      ∀ u, (∀ r, response H (diagonal u) r = response H A r) →
        ∀ v, (∀ r, response H (diagonal v) r = response H A r) ↔
          ∀ i a, e i < 0 → 0 < e a → mo U (diagonal (v - u)) i a = 0 := by
  obtain ⟨s, hs⟩ : ∃ s : n → n → ℝ, ∀ i a, s i a * s i a = -ovWeight (e i) (e a) :=
    ⟨fun i a => √(-ovWeight (e i) (e a)), fun i a => Real.mul_self_sqrt (by
      unfold ovWeight
      split_ifs with h
      · rw [neg_nonneg, inv_nonpos]; linarith [h.1, h.2]
      · simp)⟩
  -- weighted orbital products turn the equation into normal equations
  obtain ⟨C, hC⟩ : ∃ C : Matrix (n × n) n ℝ, ∀ k r, C k r = s k.1 k.2 * (U r k.1 * U r k.2) :=
    ⟨of fun k r => s k.1 k.2 * (U r k.1 * U r k.2), fun _ _ => rfl⟩
  have h1 : ∀ B : Matrix n n ℝ, B.IsSymm → ∀ r, response H B r =
      ((-2 * (Cᵀ *ᵥ fun k => s k.1 k.2 * mo U B k.1 k.2) r : ℝ) : ℂ) := fun B hB r => by
    rw [(response_eq hU hH he hB r).2]
    congr 1
    simp only [ovSum, mulVec, dotProduct, transpose_apply, hC, Fintype.sum_prod_type,
      Finset.mul_sum]
    refine Finset.sum_congr rfl fun i _ => Finset.sum_congr rfl fun a _ => ?_
    linear_combination (2 * U r i * mo U B i a * U r a) * hs i a
  have h2 : ∀ v, (fun k : n × n => s k.1 k.2 * mo U (diagonal v) k.1 k.2) = C *ᵥ v := fun v => by
    funext k
    rw [mo, Matrix.mul_apply]
    simp only [mul_diagonal, transpose_apply, mulVec, dotProduct, hC, Finset.mul_sum]
    exact Finset.sum_congr rfl fun r _ => by ring
  have h4 : ∀ v r, response H (diagonal v) r = ((-2 * (Cᵀ *ᵥ (C *ᵥ v)) r : ℝ) : ℂ) :=
    fun v r => by rw [h1 _ (isSymm_diagonal v), h2 v]
  have h3 : ∀ v, (∀ r, response H (diagonal v) r = response H A r) ↔
      Cᵀ *ᵥ (C *ᵥ v) = Cᵀ *ᵥ fun k => s k.1 k.2 * mo U A k.1 k.2 := fun v => by
    simp only [h4, h1 A hA, ofReal_inj, funext_iff, mul_right_inj' (by norm_num : (-2 : ℝ) ≠ 0)]
  refine ⟨((normal_equation C).1 _).imp fun v hv => (h3 v).2 hv, fun u hu v => (h3 v).trans ?_⟩
  rw [← (h3 u).1 hu, ← sub_eq_zero, ← mulVec_sub, ← mulVec_sub]
  constructor
  · intro h i a hi ha
    have h0 : s i a * mo U (diagonal (v - u)) i a = 0 :=
      congrFun ((h2 _).trans ((normal_equation C).2 _ h)) (i, a)
    refine (mul_eq_zero.1 h0).resolve_left fun z => ?_
    have h5 := hs i a
    rw [z, ovWeight, if_pos ⟨hi, ha⟩] at h5
    have : (e i - e a)⁻¹ < 0 := inv_lt_zero.2 (by linarith)
    linarith
  · intro h
    have : C *ᵥ (v - u) = 0 := by
      rw [← h2]
      funext k
      by_cases hk : e k.1 < 0 ∧ 0 < e k.2
      · simp [h _ _ hk.1 hk.2]
      · have := hs k.1 k.2
        rw [ovWeight, if_neg hk, neg_zero, mul_self_eq_zero] at this
        simp [this]
    rw [this, mulVec_zero]

/-- A constant potential has zero occupied-virtual elements. -/
theorem constant_ov_zero (hU : Uᵀ * U = 1) (c : ℝ) {i a : n} (hi : e i < 0) (ha : 0 < e a) :
    mo U (diagonal fun _ => c) i a = 0 := by
  have hne : i ≠ a := by rintro rfl; linarith
  rw [mo, ← smul_one_eq_diagonal, Matrix.mul_smul, Matrix.smul_mul, Matrix.mul_one, hU]
  simp [hne]

/-- A two-site Hamiltonian with orthonormal orbitals and levels `-1` and `1`. -/
theorem spectrum_witness :
    (!![3/5, -4/5; 4/5, 3/5] : Matrix _ _ ℝ)ᵀ * !![3/5, -4/5; 4/5, 3/5] = 1 ∧
      (!![7/25, -24/25; -24/25, -7/25] : Matrix _ _ ℝ) * !![3/5, -4/5; 4/5, 3/5] =
        !![3/5, -4/5; 4/5, 3/5] * diagonal ![-1, 1] := by
  constructor <;> ext i j <;> fin_cases i <;> fin_cases j <;>
    simp [Matrix.mul_apply, Fin.sum_univ_succ, diagonal] <;> norm_num

end

end LinearizedShamSchlueter
```

```lean
#print axioms LinearizedShamSchlueter.sham_schlueter
-- 'LinearizedShamSchlueter.sham_schlueter' depends on axioms: [propext, Classical.choice, Quot.sound]
#print axioms LinearizedShamSchlueter.constant_ov_zero
-- 'LinearizedShamSchlueter.constant_ov_zero' depends on axioms: [propext, Classical.choice, Quot.sound]
```

### Remarks

`response_eq` states, for symmetric A and each site, that the integrand is integrable and that R_A(r) equals `ovSum U e A r`. The integrability clause matters because Lean gives a non-integrable function the integral zero. `sham_schlueter` states that a real v exists whose response equals that of A at every site, and that for any solution u the solutions are exactly the v with `mo U (diagonal (v - u)) i a = 0` whenever `e i < 0` and `0 < e a`. `constant_ov_zero` puts constants in that class; uniqueness up to a constant alone is not claimed.

The proof follows the derivation. `lorentz` rescales to the integral of 1/(1 + t²), and `pole_mul_integrable` is the domination bound. In `pole_mul_integral`, `hd` and `ht` supply the antiderivative and its limits, `pf` is the partial fraction, `ev` the mirror sum, and `hs` turns zπ/|z| into ±π. `green_spectral` exhibits a right inverse of iω − H. In `response_eq`, `hpt` is the double sum over orbitals and `hr` merges the (i, a) and (a, i) terms. `normal_equation` holds the rank argument and the |Cd|² argument. In `sham_schlueter`, `h1` writes every symmetric response as −2Cᵀy, `h2` identifies y with Cv for a local potential, and `h3` is the equivalence with the normal equations.

Lean checks of the following examples only the eigenbasis in `spectrum_witness`; the rest is arithmetic on the formulas above. That system has sites and orbitals 0 and 1, with φ_0 = (3/5, 4/5), φ_1 = (−4/5, 3/5), e_0 = −1, e_1 = 1, so φ_0φ_1 = (−12/25, 12/25). Let A have site entries 1 off the diagonal and 0 on it. Then A_01 = 9/25 − 16/25 = −7/25 and R_A = (−84/625, 84/625), which sums to zero. A local potential has v_01 = (12/25)(v(1) − v(0)), so the solutions are the v with v(1) − v(0) = −7/12, unique up to a constant.

Without symmetry of A the formula can fail. Keep only the site entry 1 in row 0, column 1. Then A_01 = 9/25 and A_10 = −16/25, the integral involves A_01 + A_10 and gives R_A(0) = −42/625, while the formula with 2A_01 gives 108/625.

On one site there is no occupied-virtual pair, so the response is zero and every v solves the equation. Every v is also a solution for U = 1 and H = diag(−1, 1), where φ_0φ_1 vanishes at both sites, so the undetermined class can be larger than the constants.
